# Exact inverse iteration on a positive operator: below $E_2$, each step multiplies the error ratio of the Rayleigh quotient by at most $(E_1/E_2)^2$

## Operator, quotient, error ratio and spectral condition

Let $V$ be a finite-dimensional inner product space over the real or complex numbers (`RCLike 𝕜`), with $\langle u, v\rangle$ conjugate-linear in $u$ as in bra-ket notation. Let $A$ be a linear operator on $V$ with $\langle Au, v\rangle = \langle u, Av\rangle$ (`A.IsSymmetric`), that is, real symmetric or complex Hermitian. For $v \ne 0$ the Rayleigh quotient is

$$r(v) = \frac{\operatorname{Re}\langle v, Av\rangle}{\lVert v\rVert^2},$$

written `rayleigh A v`, with numerator `energy A v`. Vectors need not be normalised: $r(v)$ is the expectation value of $A$ in the normalised state $v/\lVert v\rVert$. The real part only fixes the type, since $\langle v, Av\rangle$ is real for symmetric $A$.

Two real numbers satisfy $0 < E_1 < E_2$, and `LowGap A E1 E2` says that every real eigenvalue of $A$ equals $E_1$ or is at least $E_2$. Physically, $E_1$ is the ground level, possibly degenerate, and $E_2$ is the first excited level or any lower bound on it that lies above $E_1$. `LowGap` alone does not require $E_1$ to be an eigenvalue, but it is one as soon as some $v \ne 0$ has $r(v) < E_2$, as the bounds below assume, since otherwise every level and hence every quotient would be at least $E_2$. The condition $0 < E_1$ places the zero of energy below the spectrum, which makes $A$ positive definite. The error of an estimate $r$ is measured by

$$\rho(r) = \frac{r - E_1}{E_2 - r},$$

written `errorRatio E1 E2 r`. It vanishes at $r = E_1$ and grows without limit as $r$ approaches $E_2$ from below. No inverse operator is used: $A^{-1}x$ means a vector $y$ with $Ay = x$.

## The bound

All results in this section are for symmetric $A$ with `LowGap A E1 E2` and $0 < E_1 < E_2$. The theorem `inverse_step_bound` states: if $x \neq 0$, $Ay = x$ and $r(x) < E_2$, then $y \ne 0$, $E_1 \le r(y) < E_2$, and

$$\frac{r(y) - E_1}{E_2 - r(y)} \le \left(\frac{E_1}{E_2}\right)^2 \frac{r(x) - E_1}{E_2 - r(x)}.$$

Four further theorems complete it. By `existsUnique_solve`, $Ay = x$ has exactly one solution for every $x$. For a sequence with $Ax_{k+1} = x_k$, $x_0 \neq 0$ and $r(x_0) < E_2$, `inverse_iteration_bound` gives $x_k \ne 0$, $r(x_k) < E_2$ and $\rho(r(x_k)) \le (E_1/E_2)^{2k}\rho(r(x_0))$ for all $k \ge 0$, and `inverse_iteration_tendsto` gives $r(x_k) \to E_1$. Finally, `inverse_step_bound_witness` shows equality for $A = \operatorname{diag}(E_1, E_2)$ on the real plane.

## Use in preconditioned eigensolvers

The bound bears on computing the lowest eigenvalue of a fixed Hamiltonian matrix in a finite orthonormal basis, for one vector at a time and without any self-consistent update of the matrix. The links to a code drawn in the next three paragraphs are added algebra and background that the file does not contain.

A fixed-step preconditioned gradient method updates $x' = x - T\,(Ax - r(x)\,x)$ with a preconditioner $T$ that approximates $A^{-1}$. For $T = A^{-1}$ this gives $x' = r(x)\,A^{-1}x$, a positive multiple of $y$ with the same quotient. Single-vector LOBPCG minimises $r$ over a subspace containing $x$ and the preconditioned residual, hence containing $x'$; as $\rho$ increases with $r$ below $E_2$, a step with an exact preconditioner should do no worse than the bound.

The Knyazev-Neymeyr estimate for preconditioned inverse iteration has the factor $(\gamma + (1-\gamma)E_1/E_2)^2$, where $\gamma < 1$ bounds $I - TA$ in the norm induced by $A$. The theorems below correspond to $\gamma = 0$ and to a quotient lying below the second level.

A Hamiltonian $H$ with lowest levels $\lambda_1 < \lambda_2$ of any sign fits after a shift $A = H - \sigma$ with $\sigma < \lambda_1$. The error ratio is unchanged by the shift, while the factor becomes $((\lambda_1 - \sigma)/(\lambda_2 - \sigma))^2$, small when $\sigma$ is close to $\lambda_1$.

The equality case gives a check for an implementation. For $A = \operatorname{diag}(1, 2)$ and $x = (2, 2)$ the solution is $y = (2, 1)$; normalised, these are $(1,1)/\sqrt2$ and $(2,1)/\sqrt5$. Then $r(x) = 3/2$ with $\rho = 1$, and $r(y) = 6/5$ with $\rho = 1/4$.

## Level-by-level inequalities in the eigenbasis

Take an orthonormal eigenbasis $b_i$ with $Ab_i = \varepsilon_i b_i$ and set $w_i = |\langle b_i, y\rangle|^2 \ge 0$; the normalised occupation of $b_i$ in $y$ is $w_i/\sum_j w_j$. Since $\langle b_i, Ay\rangle = \varepsilon_i\langle b_i, y\rangle$, the vector $x = Ay$ has weights $w_i\varepsilon_i^2$, and

$$\lVert y\rVert^2 = \sum_i w_i,\quad \langle y, Ay\rangle = \sum_i w_i\varepsilon_i,\quad \lVert x\rVert^2 = \sum_i w_i\varepsilon_i^2,\quad \langle x, Ax\rangle = \sum_i w_i\varepsilon_i^3.$$

Define $N(v) = \langle v, Av\rangle - E_1\lVert v\rVert^2$ and $D(v) = E_2\lVert v\rVert^2 - \langle v, Av\rangle$. For $v \neq 0$ the norm cancels and $\rho(r(v)) = N(v)/D(v)$. Every $\varepsilon_i$ is at least $E_1$, so $N(y) = \sum_i w_i(\varepsilon_i - E_1) \ge 0$, and likewise $N(v) \ge 0$ for every $v$. Inserting the moments gives

$$N(x) - E_2^2\,N(y) = \sum_i w_i(\varepsilon_i - E_1)(\varepsilon_i^2 - E_2^2),$$

$$E_1^2\,D(y) - D(x) = \sum_i w_i(\varepsilon_i - E_2)(\varepsilon_i^2 - E_1^2).$$

For $\varepsilon_i = E_1$ both terms vanish. For $\varepsilon_i \ge E_2 > E_1 > 0$ all four brackets are nonnegative. Hence $N(y) \le N(x)/E_2^2$ and $D(y) \ge D(x)/E_1^2$.

From $x \ne 0$ and $Ay = x$ follows $y \neq 0$. The assumption $r(x) < E_2$ means $D(x) > 0$, so $D(y) > 0$ and $r(y) < E_2$. With $N(x) \ge 0$,

$$\frac{N(y)}{D(y)} \le \frac{N(x)/E_2^2}{D(x)/E_1^2} = \left(\frac{E_1}{E_2}\right)^2\frac{N(x)}{D(x)}.$$

For solvability, $Ay = 0$ and $N(y) \ge 0$ give $E_1\lVert y\rVert^2 \le 0$, so $y = 0$; an injective operator on a finite-dimensional space is bijective.

Each step reproduces the assumptions of the next, so induction gives $\rho(r_k) \le B_k$ with $r_k = r(x_k)$ and $B_k = (E_1/E_2)^{2k}\rho(r_0)$. Because $E_1 \le r_k < E_2$, also $B_k \ge 0$, and

$$0 \le r_k - E_1 \le B_k(E_2 - r_k) \le B_k(E_2 - E_1) \to 0.$$

For $\operatorname{diag}(E_1, E_2)$ and $v = (v_0, v_1)$ with $v_0 \neq 0$, one has $N(v) = (E_2 - E_1)v_1^2$ and $D(v) = (E_2 - E_1)v_0^2 > 0$, so $\rho(r(v)) = v_1^2/v_0^2$. With $x = (E_1y_0, E_2y_1)$ this gives $\rho(r(x)) = (E_2/E_1)^2\,y_1^2/y_0^2$, which is equality in the bound.

## The Lean file

```lean
import Mathlib

open Filter Topology

namespace InverseIterationBound

noncomputable section

variable {𝕜 V : Type*} [RCLike 𝕜] [NormedAddCommGroup V] [InnerProductSpace 𝕜 V]

/-- The quadratic form `Re ⟨x, A x⟩`. -/
def energy (A : V →ₗ[𝕜] V) (x : V) : ℝ := RCLike.re (inner 𝕜 x (A x))

/-- The Rayleigh quotient `Re ⟨x, A x⟩ / ‖x‖²`. -/
def rayleigh (A : V →ₗ[𝕜] V) (x : V) : ℝ := energy A x / ‖x‖ ^ 2

/-- Every real eigenvalue of `A` equals `E1` or is at least `E2`. -/
def LowGap (A : V →ₗ[𝕜] V) (E1 E2 : ℝ) : Prop :=
  ∀ (μ : ℝ) (v : V), v ≠ 0 → A v = (μ : 𝕜) • v → μ = E1 ∨ E2 ≤ μ

/-- The error measure `(r - E1) / (E2 - r)` of an energy estimate `r`. -/
def errorRatio (E1 E2 r : ℝ) : ℝ := (r - E1) / (E2 - r)

/-- The operator `diag(E1, E2)` on the Euclidean plane. -/
def twoLevel (E1 E2 : ℝ) : EuclideanSpace ℝ (Fin 2) →ₗ[ℝ] EuclideanSpace ℝ (Fin 2) where
  toFun v := !₂[E1 * v 0, E2 * v 1]
  map_add' u v := by ext i; fin_cases i <;> simp [mul_add]
  map_smul' c v := by ext i; fin_cases i <;> simp [mul_left_comm]

variable [FiniteDimensional 𝕜 V] {A : V →ₗ[𝕜] V} {E1 E2 : ℝ}

/-- The squared norms and the energies of `y` and `A y` are the moments of order 0 to 3 of
nonnegative weights placed on levels that equal `E1` or are at least `E2`. -/
theorem spectral_moments (hA : A.IsSymmetric) (hgap : LowGap A E1 E2) (y : V) :
    ∃ (n : ℕ) (ε w : Fin n → ℝ), (∀ i, ε i = E1 ∨ E2 ≤ ε i) ∧ (∀ i, 0 ≤ w i) ∧
      ‖y‖ ^ 2 = ∑ i, w i ∧ energy A y = ∑ i, w i * ε i ∧
      ‖A y‖ ^ 2 = ∑ i, w i * ε i ^ 2 ∧ energy A (A y) = ∑ i, w i * ε i ^ 2 * ε i := by
  obtain ⟨b, ε, hb⟩ : ∃ (b : OrthonormalBasis (Fin (Module.finrank 𝕜 V)) 𝕜 V)
      (ε : Fin (Module.finrank 𝕜 V) → ℝ), ∀ i, A (b i) = (ε i : 𝕜) • b i :=
    ⟨_, _, hA.apply_eigenvectorBasis rfl⟩
  -- A multiplies each eigen-amplitude by its level
  have hc : ∀ v i, inner 𝕜 (b i) (A v) = (ε i : 𝕜) * inner 𝕜 (b i) v := by
    intro v i
    rw [← hA (b i) v, hb, inner_smul_left, RCLike.conj_ofReal]
  have hp : ∀ v i, inner 𝕜 v (b i) * inner 𝕜 (b i) v = ((‖inner 𝕜 (b i) v‖ ^ 2 : ℝ) : 𝕜) := by
    intro v i
    rw [← inner_conj_symm v (b i), RCLike.conj_mul, RCLike.ofReal_pow]
  have h0 : ∀ v : V, ‖v‖ ^ 2 = ∑ i, ‖inner 𝕜 (b i) v‖ ^ 2 := by
    intro v
    rw [← inner_self_eq_norm_sq (𝕜 := 𝕜) v, ← b.sum_inner_mul_inner v v, map_sum]
    exact Finset.sum_congr rfl fun i _ => by rw [hp, RCLike.ofReal_re]
  have h1 : ∀ v : V, energy A v = ∑ i, ‖inner 𝕜 (b i) v‖ ^ 2 * ε i := by
    intro v
    rw [energy, ← b.sum_inner_mul_inner v (A v), map_sum]
    refine Finset.sum_congr rfl fun i _ => ?_
    rw [hc, mul_left_comm, hp, ← RCLike.ofReal_mul, RCLike.ofReal_re]
    ring
  have hn : ∀ i, ‖inner 𝕜 (b i) (A y)‖ ^ 2 = ‖inner 𝕜 (b i) y‖ ^ 2 * ε i ^ 2 := by
    intro i
    rw [hc, norm_mul, RCLike.norm_ofReal, mul_pow, sq_abs]
    ring
  refine ⟨_, ε, fun i => ‖inner 𝕜 (b i) y‖ ^ 2,
    fun i => hgap _ _ (b.orthonormal.ne_zero i) (hb i), fun i => sq_nonneg _, h0 y, h1 y, ?_, ?_⟩
  · rw [h0]; exact Finset.sum_congr rfl fun i _ => hn i
  · rw [h1]; exact Finset.sum_congr rfl fun i _ => by rw [hn]

/-- The form of `A - E1` is nonnegative at `y`, its value at `A y` is at least `E2²` times that at
`y`, and the form of `E2 - A` at `A y` is at most `E1²` times its value at `y`. -/
theorem form_bounds (hA : A.IsSymmetric) (hgap : LowGap A E1 E2) (h1 : 0 < E1) (h12 : E1 < E2)
    (y : V) : E1 * ‖y‖ ^ 2 ≤ energy A y ∧
      E2 ^ 2 * (energy A y - E1 * ‖y‖ ^ 2) ≤ energy A (A y) - E1 * ‖A y‖ ^ 2 ∧
      E2 * ‖A y‖ ^ 2 - energy A (A y) ≤ E1 ^ 2 * (E2 * ‖y‖ ^ 2 - energy A y) := by
  obtain ⟨n, ε, w, hε, hw, m0, m1, m2, m3⟩ := spectral_moments hA hgap y
  rw [m0, m1, m2, m3]
  simp only [Finset.mul_sum, ← Finset.sum_sub_distrib]
  -- the three inequalities hold level by level
  have hl : ∀ i, 0 ≤ ε i - E1 ∧ 0 ≤ (ε i - E1) * (ε i ^ 2 - E2 ^ 2) ∧
      0 ≤ (ε i - E2) * (ε i ^ 2 - E1 ^ 2) := by
    intro i
    rcases hε i with h | h
    · rw [h]; simp
    · exact ⟨by linarith, mul_nonneg (by linarith) (by nlinarith),
        mul_nonneg (by linarith) (by nlinarith)⟩
  refine ⟨Finset.sum_le_sum fun i _ => ?_, Finset.sum_le_sum fun i _ => ?_,
    Finset.sum_le_sum fun i _ => ?_⟩
  · nlinarith [mul_nonneg (hw i) (hl i).1]
  · nlinarith [mul_nonneg (hw i) (hl i).2.1]
  · nlinarith [mul_nonneg (hw i) (hl i).2.2]

/-- The linear system `A y = x` has exactly one solution for every right-hand side. -/
theorem existsUnique_solve (hA : A.IsSymmetric) (hgap : LowGap A E1 E2) (h1 : 0 < E1)
    (h12 : E1 < E2) (x : V) : ∃! y, A y = x := by
  have hinj : Function.Injective A := by
    refine (injective_iff_map_eq_zero A).2 fun y hy => ?_
    have h := (form_bounds hA hgap h1 h12 y).1
    rw [energy, hy, inner_zero_right, map_zero] at h
    by_contra hne
    have : 0 < E1 * ‖y‖ ^ 2 := mul_pos h1 (pow_pos (norm_pos_iff.2 hne) 2)
    linarith
  exact Function.Bijective.existsUnique ⟨hinj, LinearMap.injective_iff_surjective.1 hinj⟩ x

/-- One step of inverse iteration: if `A y = x ≠ 0` and `x` has quotient below `E2`, then `y ≠ 0`
has quotient in `[E1, E2)` and error ratio at most `(E1/E2)²` that of `x`. -/
theorem inverse_step_bound (hA : A.IsSymmetric) (hgap : LowGap A E1 E2) (h1 : 0 < E1)
    (h12 : E1 < E2) {x y : V} (hx : x ≠ 0) (hy : A y = x) (hr : rayleigh A x < E2) :
    y ≠ 0 ∧ E1 ≤ rayleigh A y ∧ rayleigh A y < E2 ∧
      errorRatio E1 E2 (rayleigh A y) ≤ (E1 / E2) ^ 2 * errorRatio E1 E2 (rayleigh A x) := by
  subst hy
  have hy0 : y ≠ 0 := fun h => hx (by rw [h, map_zero])
  have ha : 0 < ‖y‖ ^ 2 := pow_pos (norm_pos_iff.2 hy0) 2
  have hb : 0 < ‖A y‖ ^ 2 := pow_pos (norm_pos_iff.2 hx) 2
  have h2 : 0 < E2 := h1.trans h12
  obtain ⟨f1, f2, f3⟩ := form_bounds hA hgap h1 h12 y
  have f4 := (form_bounds hA hgap h1 h12 (A y)).1
  rw [rayleigh, div_lt_iff₀ hb] at hr
  have hD : 0 < E2 * ‖y‖ ^ 2 - energy A y :=
    (mul_pos_iff_of_pos_left (pow_pos h1 2)).1 (by linarith)
  -- the error ratio is a quotient of two quadratic forms
  have hq : ∀ p a : ℝ, 0 < a → errorRatio E1 E2 (p / a) = (p - E1 * a) / (E2 * a - p) := by
    intro p a h
    have h' := h.ne'
    have e1 : p / a - E1 = (p - E1 * a) / a := by rw [sub_div, mul_div_cancel_right₀ _ h']
    have e2 : E2 - p / a = (E2 * a - p) / a := by rw [sub_div, mul_div_cancel_right₀ _ h']
    rw [errorRatio, e1, e2, div_div_div_cancel_right₀ h']
  have key : ∀ N N' D D' : ℝ, 0 ≤ N → 0 < D → E2 ^ 2 * N' ≤ N → D ≤ E1 ^ 2 * D' →
      N' / D' ≤ (E1 / E2) ^ 2 * (N / D) := by
    intro N N' D D' hN hD g1 g2
    calc N' / D' ≤ (N / E2 ^ 2) / (D / E1 ^ 2) :=
          div_le_div₀ (by positivity) ((le_div_iff₀ (pow_pos h2 2)).2 (by linarith))
            (by positivity) ((div_le_iff₀ (pow_pos h1 2)).2 (by linarith))
      _ = (E1 / E2) ^ 2 * (N / D) := by
          rw [div_pow, div_div_div_eq, div_mul_div_comm]; ring
  refine ⟨hy0, (le_div_iff₀ ha).2 f1, (div_lt_iff₀ ha).2 (by linarith), ?_⟩
  rw [rayleigh, rayleigh, hq _ _ ha, hq _ _ hb]
  exact key _ _ _ _ (by linarith) (by linarith) f2 f3

/-- Along inverse iteration `A x_{k+1} = x_k` from `x_0 ≠ 0` with quotient below `E2`, iterates
stay nonzero with quotient below `E2` and error ratio at most `(E1/E2)^{2k}` times the first. -/
theorem inverse_iteration_bound (hA : A.IsSymmetric) (hgap : LowGap A E1 E2) (h1 : 0 < E1)
    (h12 : E1 < E2) {x : ℕ → V} (hx : ∀ k, A (x (k + 1)) = x k) (h0 : x 0 ≠ 0)
    (hr : rayleigh A (x 0) < E2) (k : ℕ) :
    x k ≠ 0 ∧ rayleigh A (x k) < E2 ∧ errorRatio E1 E2 (rayleigh A (x k)) ≤
      ((E1 / E2) ^ 2) ^ k * errorRatio E1 E2 (rayleigh A (x 0)) := by
  induction k with
  | zero => exact ⟨h0, hr, by simp⟩
  | succ k ih =>
    obtain ⟨s1, -, s2, s3⟩ := inverse_step_bound hA hgap h1 h12 ih.1 (hx k) ih.2.1
    refine ⟨s1, s2, s3.trans ?_⟩
    rw [pow_succ' ((E1 / E2) ^ 2) k, mul_assoc]
    exact mul_le_mul_of_nonneg_left ih.2.2 (sq_nonneg _)

/-- Along inverse iteration from `x_0 ≠ 0` with quotient below `E2`, the Rayleigh quotients
converge to `E1`. -/
theorem inverse_iteration_tendsto (hA : A.IsSymmetric) (hgap : LowGap A E1 E2) (h1 : 0 < E1)
    (h12 : E1 < E2) {x : ℕ → V} (hx : ∀ k, A (x (k + 1)) = x k) (h0 : x 0 ≠ 0)
    (hr : rayleigh A (x 0) < E2) : Tendsto (fun k => rayleigh A (x k)) atTop (𝓝 E1) := by
  have h2 : 0 < E2 := h1.trans h12
  have hq : (E1 / E2) ^ 2 < 1 := by
    have := (div_lt_one h2).2 h12
    have := div_pos h1 h2
    nlinarith
  have hup := (((tendsto_pow_atTop_nhds_zero_of_lt_one (sq_nonneg _) hq).mul_const
    (errorRatio E1 E2 (rayleigh A (x 0)))).mul_const (E2 - E1)).const_add E1
  rw [zero_mul, zero_mul, add_zero] at hup
  have hb := inverse_iteration_bound hA hgap h1 h12 hx h0 hr
  have hlow : ∀ k, E1 ≤ rayleigh A (x k) := fun k =>
    (le_div_iff₀ (pow_pos (norm_pos_iff.2 (hb k).1) 2)).2 (form_bounds hA hgap h1 h12 _).1
  refine tendsto_of_tendsto_of_tendsto_of_le_of_le tendsto_const_nhds hup hlow fun k => ?_
  obtain ⟨-, b2, b3⟩ := hb k
  have hd : 0 < E2 - rayleigh A (x k) := sub_pos.2 b2
  have hl : 0 ≤ rayleigh A (x k) - E1 := sub_nonneg.2 (hlow k)
  have hB := (div_nonneg hl hd.le).trans b3
  have hc := (div_le_iff₀ hd).1 b3
  nlinarith [mul_nonneg hB hl]

/-- The operator `diag(E1, E2)` meets the hypotheses of the one-step bound at `x = A y` for
every `y` with nonzero first component, and the bound holds with equality. -/
theorem inverse_step_bound_witness (h1 : 0 < E1) (h12 : E1 < E2)
    (y : EuclideanSpace ℝ (Fin 2)) (hy : y 0 ≠ 0) :
    (twoLevel E1 E2).IsSymmetric ∧ LowGap (twoLevel E1 E2) E1 E2 ∧ twoLevel E1 E2 y ≠ 0 ∧
      rayleigh (twoLevel E1 E2) (twoLevel E1 E2 y) < E2 ∧
      errorRatio E1 E2 (rayleigh (twoLevel E1 E2) y) =
        (E1 / E2) ^ 2 * errorRatio E1 E2 (rayleigh (twoLevel E1 E2) (twoLevel E1 E2 y)) := by
  have c0 : ∀ v, twoLevel E1 E2 v 0 = E1 * v 0 := fun v => by simp [twoLevel]
  have c1 : ∀ v, twoLevel E1 E2 v 1 = E2 * v 1 := fun v => by simp [twoLevel]
  have hin : ∀ u v : EuclideanSpace ℝ (Fin 2), inner ℝ u v = u 0 * v 0 + u 1 * v 1 := by
    intro u v
    simp [PiLp.inner_apply, Fin.sum_univ_two]
    ring
  have hg : 0 < E2 - E1 := sub_pos.2 h12
  -- the error ratio is the squared ratio of the two amplitudes
  have hr : ∀ v : EuclideanSpace ℝ (Fin 2), v 0 ≠ 0 → rayleigh (twoLevel E1 E2) v < E2 ∧
      errorRatio E1 E2 (rayleigh (twoLevel E1 E2) v) = v 1 ^ 2 / v 0 ^ 2 := by
    intro v hv
    have hS : 0 < v 0 * v 0 + v 1 * v 1 :=
      add_pos_of_pos_of_nonneg (mul_self_pos.2 hv) (mul_self_nonneg _)
    have e : rayleigh (twoLevel E1 E2) v * (v 0 * v 0 + v 1 * v 1) =
        v 0 * (E1 * v 0) + v 1 * (E2 * v 1) := by
      rw [rayleigh, energy, RCLike.re_to_real, ← real_inner_self_eq_norm_sq, hin, hin, c0, c1,
        div_mul_cancel₀ _ hS.ne']
    have hlt : rayleigh (twoLevel E1 E2) v < E2 :=
      lt_of_mul_lt_mul_right (by nlinarith [mul_pos hg (mul_self_pos.2 hv)]) hS.le
    refine ⟨hlt, ?_⟩
    rw [errorRatio, div_eq_div_iff (sub_pos.2 hlt).ne' (pow_ne_zero 2 hv)]
    linear_combination e
  have hx : twoLevel E1 E2 y 0 ≠ 0 := by rw [c0]; exact mul_ne_zero h1.ne' hy
  refine ⟨fun u v => ?_, fun μ v hv h => ?_, fun h => hx (by rw [h]; rfl), (hr _ hx).1, ?_⟩
  · rw [hin, hin, c0, c0, c1, c1]; ring
  · have e0 : E1 * v 0 = μ * v 0 := by rw [← c0, h]; simp
    have e1 : E2 * v 1 = μ * v 1 := by rw [← c1, h]; simp
    by_cases v0 : v 0 = 0
    · by_cases v1 : v 1 = 0
      · exact absurd (by ext i; fin_cases i <;> simp [v0, v1]) hv
      · exact Or.inr (mul_right_cancel₀ v1 e1).le
    · exact Or.inl (mul_right_cancel₀ v0 e0).symm
  · have h1' := h1.ne'
    have h2' := (h1.trans h12).ne'
    rw [(hr _ hx).2, (hr _ hy).2, c0, c1]
    field_simp

end

end InverseIterationBound
```

```lean
#print axioms InverseIterationBound.existsUnique_solve
-- 'InverseIterationBound.existsUnique_solve' depends on axioms: [propext, Classical.choice, Quot.sound]
#print axioms InverseIterationBound.inverse_step_bound
-- 'InverseIterationBound.inverse_step_bound' depends on axioms: [propext, Classical.choice, Quot.sound]
#print axioms InverseIterationBound.inverse_iteration_tendsto
-- 'InverseIterationBound.inverse_iteration_tendsto' depends on axioms: [propext, Classical.choice, Quot.sound]
```

## From moments to convergence in Lean

`spectral_moments` takes the eigenbasis from `hA.apply_eigenvectorBasis`. Its step `hc` says that $A$ multiplies each amplitude by its level, `h0` and `h1` expand the norm and the energy by completeness, `b.sum_inner_mul_inner`, and `hn` gives the weights $w_i\varepsilon_i^2$. The conclusion keeps only real levels, nonnegative weights and the four moments.

`form_bounds` states $N(y) \ge 0$ and the two comparisons. After the moments are substituted, `hl` establishes the signs of the products by the case split on $\varepsilon_i = E_1$ or $\varepsilon_i \ge E_2$, and `Finset.sum_le_sum` reduces each inequality to one level, where the sign is multiplied by $w_i \ge 0$. `existsUnique_solve` uses the first of these inequalities for injectivity.

In `inverse_step_bound`, `subst hy` replaces $x$ by $Ay$. Then `f4` supplies $N(x) \ge 0$, `hD` is $D(y) > 0$, `hq` rewrites the error ratio as $N/D$, and `key` carries out the division, with primed letters for $y$ and unprimed ones for $x$.

`inverse_iteration_bound` is the induction on $k$. In `inverse_iteration_tendsto`, `hup` is the limit of $E_1 + B_k(E_2 - E_1)$, `hlow` is $E_1 \le r_k$, and the final `nlinarith` call proves the upper estimate of the squeeze. In the witness, `hr` computes $\rho = v_1^2/v_0^2$ for `twoLevel E1 E2`, where component `0` carries $E_1$ and component `1` carries $E_2$; symmetry and `LowGap` are verified directly.

## Exact solves, an assumed gap, energies only

The spectral condition is a hypothesis. The iteration itself uses neither $E_1$ nor $E_2$, but evaluating the bound numerically takes valid values of both, and the statement does not require $E_2$ to be an eigenvalue; a smaller valid $E_2$ gives a larger factor and a stricter starting condition. The condition $r(x_0) < E_2$ is likewise assumed, and nothing is stated for a start at or above $E_2$. Lean defines division by zero as zero, but the hypotheses $x \neq 0$, $r(x) < E_2$ and $0 < E_1 < E_2$, together with the conclusions $y \neq 0$ and $r(y) < E_2$, keep every denominator in the bound positive.

The solves are exact and the arithmetic is that of real or complex numbers, so rounding, inner iterative solves and approximate preconditioners are not covered. The sequence obeys $Ax_{k+1} = x_k$ with no rescaling between steps. Block iterations, excited states, generalised problems with an overlap matrix, the LOBPCG update itself and infinite-dimensional operators do not appear.

Convergence is proved for the quotients $r(x_k)$; no theorem addresses the direction of $x_k$ or the residual norm. Sharpness is shown by one family of operators: for every $0 < E_1 < E_2$ the two-level operator attains equality at each $y$ with $y_0 \ne 0$. When also $y_1 \neq 0$ both sides are positive, so no smaller factor depending only on $E_1$ and $E_2$ is valid for all operators admitted; for $y_1 = 0$ both sides are zero. Under the hypotheses of the bound, a step contracts strictly faster when $x$ has weight on a level above $E_2$, since the inequality $N(y) \le N(x)/E_2^2$ is then strict.
